# High-frequency decay and static limit of the Rosenfeld sum for finite dipole matrices with vanishing total commutator

## States, strengths and signs

A molecule is described by a finite set of orthonormal states |n⟩, the columns of a unitary matrix U. The matrix element of an operator A is

⟨a|A|b⟩ = (U†AU)_ab.

The electric and magnetic dipole operators along the axes i = 1, 2, 3 are Hermitian matrices μ_i and m_i. One state, g, is the reference state. The rotatory strength of the transition from g to n is

R_n = Im Σ_i ⟨g|μ_i|n⟩⟨n|m_i|g⟩,

with the electric element first; exchanging the two operators reverses the sign. The sum over the axes is the combination that enters the rotation of a randomly oriented sample.

With real transition frequencies ω_n and light frequency w, the Rosenfeld sum is

φ(w) = Σ_{n≠g} R_n w²/(ω_n² − w²).

It is undamped, and the prefactor that turns it into a rotation angle is left out.

The dipoles are assumed to satisfy

Σ_i [μ_i, m_i] = 0.

This condition stands for a property of the full operators: a position coordinate commutes with the angular momentum along the same axis. Matrices obtained by projection onto a finite basis need not inherit it.

## Two limits and a tail

Under these assumptions,

w² φ(w) → −Σ_{n≠g} R_n ω_n² as w → ∞.

Hence φ(w) itself decays, at least as fast as 1/w²:

φ(w) → 0 as w → ∞.

If also ω_n > 0 for every n ≠ g, as for a non-degenerate ground state, then

φ(w)/w² → Σ_{n≠g} R_n/ω_n² as w → 0.

For strengths of any origin, with no condition on dipoles, the high-frequency limit is instead

φ(w) → −Σ_{n≠g} R_n.

## Truncated spectra in sum-over-states codes

For an undamped sum over finitely many states, these limits give a simulation code checks on its computed strengths and on its dispersion curve.

A code that keeps only the lowest excitations generally keeps strengths that do not add up to zero. Its curve then levels off at minus the retained sum and does not decay. The same happens when all states of a finite basis are kept but the projected dipole matrices violate the commutator condition in a way that shows in the reference state. For strengths computed from orthonormal states and Hermitian dipole matrices, a non-zero plateau is therefore a sign of an incomplete spectrum or of dipole matrices that violate the commutator condition, and it can be read directly from the list of strengths.

At the other end, the sum of R_n/ω_n² gives the low-frequency coefficient without a numerical extrapolation. If a response solver and a complete list of excitations describe the same finite model with the same dipole matrices, the solver's φ(w)/w² at small w should approach this number.

## From cancelling strengths to the limits

**The strengths cancel.** Let X = Σ_i μ_i m_i. Since UU† = 1, a complete set of states can be removed from between the two operators:

Σ_n R_n = Im Σ_i Σ_n ⟨g|μ_i|n⟩⟨n|m_i|g⟩ = Im ⟨g|X|g⟩.

The dipoles are Hermitian, so X† = Σ_i m_i μ_i, and the commutator condition makes this equal to X. A Hermitian operator has real diagonal elements, hence Σ_n R_n = 0. The term n = g is

R_g = Im Σ_i ⟨g|μ_i|g⟩⟨g|m_i|g⟩ = 0,

because each factor is real. It follows that

Σ_{n≠g} R_n = 0.

**High frequency, arbitrary strengths.** For real numbers S_n and w > 0,

S_n w²/(ω_n² − w²) = S_n/(ω_n²/w² − 1) → −S_n.

The sum is finite, so the limits add.

**The tail.** Away from resonance,

w² · w²/(ω_n² − w²) = ω_n² w²/(ω_n² − w²) − w².

Multiplying by R_n and summing gives

w² φ(w) = Σ_{n≠g} R_n ω_n² w²/(ω_n² − w²) − w² Σ_{n≠g} R_n.

The last term is zero. What remains is a Rosenfeld sum with strengths S_n = R_n ω_n², so the previous step gives the limit −Σ_{n≠g} R_n ω_n². Multiplying w² φ(w) by 1/w², which tends to zero, then gives φ(w) → 0.

**Low frequency.** For w ≠ 0 the factor w² cancels:

φ(w)/w² = Σ_{n≠g} R_n/(ω_n² − w²).

Each ω_n is positive, so every term is continuous at w = 0, and the limit is the value there.

## The Lean file

```lean
import Mathlib

open Matrix Filter Topology

namespace RosenfeldDispersion

noncomputable section

variable {ι : Type*} [Fintype ι] [DecidableEq ι]

/-- The matrix `U†AU`. For unitary `U` it is the matrix of the operator `A` in the orthonormal basis
formed by the columns of `U`. -/
def inBasis (U A : Matrix ι ι ℂ) : Matrix ι ι ℂ := star U * A * U

/-- The rotatory strength of the transition from `g` to `n`: the imaginary part of the product of
electric and magnetic transition dipoles, summed over the three axes. -/
def rotatoryStrength (U : Matrix ι ι ℂ) (μ m : Fin 3 → Matrix ι ι ℂ) (g n : ι) : ℝ :=
  (∑ i, inBasis U (μ i) g n * inBasis U (m i) n g).im

/-- Rosenfeld's dispersion formula at light frequency `w`, for strengths `R` and transition
frequencies `ω` from the state `g`, without the prefactor that gives a rotation angle. Its domain is
`w ^ 2 ≠ ω n ^ 2` for all `n ≠ g`. -/
def opticalRotation (R ω : ι → ℝ) (g : ι) (w : ℝ) : ℝ :=
  ∑ n ∈ Finset.univ.erase g, R n * w ^ 2 / (ω n ^ 2 - w ^ 2)

/-- Completeness: in an orthonormal basis the matrix of a product of operators is the product of
their matrices. -/
theorem inBasis_mul {U : Matrix ι ι ℂ} (hU : U ∈ unitaryGroup ι ℂ) (A B : Matrix ι ι ℂ) :
    inBasis U (A * B) = inBasis U A * inBasis U B := by
  have h : U * star U = 1 := mem_unitaryGroup_iff.1 hU
  symm
  calc inBasis U A * inBasis U B = star U * A * (U * star U) * B * U := by
        simp only [inBasis, mul_assoc]
    _ = inBasis U (A * B) := by
        rw [h, mul_one]
        simp only [inBasis, mul_assoc]

omit [DecidableEq ι] in
/-- The diagonal matrix elements of a Hermitian operator are real. -/
theorem inBasis_diag_im (U : Matrix ι ι ℂ) {A : Matrix ι ι ℂ} (hA : A.IsHermitian) (g : ι) :
    (inBasis U A g g).im = 0 := by
  have h : (inBasis U A)ᴴ = inBasis U A := by
    simp only [inBasis, star_eq_conjTranspose, conjTranspose_mul, conjTranspose_conjTranspose,
      hA.eq, Matrix.mul_assoc]
  have h' := congr_fun (congr_fun h g) g
  rw [conjTranspose_apply] at h'
  exact Complex.conj_eq_iff_im.1 h'

/-- For arbitrary strengths, the Rosenfeld formula tends at high frequency to minus the sum of the
strengths of all transitions from `g` to other states. -/
theorem opticalRotation_highFrequency (R ω : ι → ℝ) (g : ι) :
    Tendsto (opticalRotation R ω g) atTop (𝓝 (-∑ n ∈ Finset.univ.erase g, R n)) := by
  rw [← Finset.sum_neg_distrib]
  refine tendsto_finsetSum _ fun n _ => ?_
  have h0 : Tendsto (fun w : ℝ => (w ^ 2)⁻¹) atTop (𝓝 0) :=
    tendsto_inv_atTop_zero.comp (tendsto_pow_atTop two_ne_zero)
  have h1 : Tendsto (fun w : ℝ => R n / (ω n ^ 2 * (w ^ 2)⁻¹ - 1)) atTop
      (𝓝 (R n / (ω n ^ 2 * 0 - 1))) :=
    tendsto_const_nhds.div ((h0.const_mul (ω n ^ 2)).sub_const 1) (by norm_num)
  rw [mul_zero, zero_sub, div_neg, div_one] at h1
  refine h1.congr' ?_
  filter_upwards [eventually_gt_atTop (0 : ℝ)] with w hw
  have h2 : ω n ^ 2 * (w ^ 2)⁻¹ - 1 = (ω n ^ 2 - w ^ 2) / w ^ 2 := by
    rw [sub_div, div_self (pow_ne_zero 2 hw.ne'), div_eq_mul_inv]
  rw [h2, div_div_eq_mul_div]

/-- If all transition frequencies from `g` are positive, the Rosenfeld formula divided by `w ^ 2`
tends at low frequency to the sum of `R n / ω n ^ 2` over the states other than `g`. -/
theorem opticalRotation_lowFrequency (R ω : ι → ℝ) (g : ι) (hω : ∀ n, n ≠ g → 0 < ω n) :
    Tendsto (fun w => opticalRotation R ω g w / w ^ 2) (𝓝[≠] 0)
      (𝓝 (∑ n ∈ Finset.univ.erase g, R n / ω n ^ 2)) := by
  have h : Tendsto (fun w : ℝ => ∑ n ∈ Finset.univ.erase g, R n / (ω n ^ 2 - w ^ 2)) (𝓝[≠] 0)
      (𝓝 (∑ n ∈ Finset.univ.erase g, R n / ω n ^ 2)) := by
    refine tendsto_finsetSum _ fun n hn => ?_
    have hc : Continuous (fun w : ℝ => ω n ^ 2 - w ^ 2) := by fun_prop
    have ht := (hc.tendsto' 0 (ω n ^ 2) (by simp)).mono_left
      (nhdsWithin_le_nhds (s := {0}ᶜ))
    exact tendsto_const_nhds.div ht (pow_ne_zero 2 (hω n (Finset.ne_of_mem_erase hn)).ne')
  refine h.congr' ?_
  filter_upwards [self_mem_nhdsWithin] with w hw
  have hw2 : w ^ 2 ≠ 0 := pow_ne_zero 2 hw
  rw [opticalRotation, Finset.sum_div]
  refine Finset.sum_congr rfl fun n _ => ?_
  rw [div_right_comm, mul_div_cancel_right₀ _ hw2]

/-- For Hermitian dipoles with vanishing total commutator and an orthonormal basis, the rotation
times `w ^ 2` tends at high frequency to minus the sum of `R n * ω n ^ 2`. -/
theorem opticalRotation_tail {U : Matrix ι ι ℂ} (hU : U ∈ unitaryGroup ι ℂ)
    {μ m : Fin 3 → Matrix ι ι ℂ} (hμ : ∀ i, (μ i).IsHermitian) (hm : ∀ i, (m i).IsHermitian)
    (hc : ∑ i, (μ i * m i - m i * μ i) = 0) (ω : ι → ℝ) (g : ι) :
    Tendsto (fun w => w ^ 2 * opticalRotation (rotatoryStrength U μ m g) ω g w) atTop
      (𝓝 (-∑ n ∈ Finset.univ.erase g, rotatoryStrength U μ m g n * ω n ^ 2)) := by
  -- the summed product of the dipoles is Hermitian, so the strengths cancel
  have hX : (∑ i, μ i * m i).IsHermitian := by
    rw [Finset.sum_sub_distrib, sub_eq_zero] at hc
    rw [Matrix.IsHermitian, conjTranspose_sum, hc]
    exact Finset.sum_congr rfl fun i _ => by rw [conjTranspose_mul, (hμ i).eq, (hm i).eq]
  have hall : ∑ n, rotatoryStrength U μ m g n = 0 := by
    rw [← inBasis_diag_im U hX g]
    have hs : inBasis U (∑ i, μ i * m i) = ∑ i, inBasis U (μ i * m i) := by
      simp only [inBasis, Finset.mul_sum, Finset.sum_mul]
    simp only [rotatoryStrength]
    rw [hs, Matrix.sum_apply, ← Complex.im_sum, Finset.sum_comm]
    simp only [inBasis_mul hU, Matrix.mul_apply]
  have hg : rotatoryStrength U μ m g g = 0 := by
    simp [rotatoryStrength, Complex.im_sum, Complex.mul_im, inBasis_diag_im U (hμ _),
      inBasis_diag_im U (hm _)]
  have hsum : ∑ n ∈ Finset.univ.erase g, rotatoryStrength U μ m g n = 0 := by
    rw [Finset.sum_erase _ hg, hall]
  -- hence `w ^ 2` times the rotation is a Rosenfeld sum with strengths `R n * ω n ^ 2`
  refine (opticalRotation_highFrequency
    (fun n => rotatoryStrength U μ m g n * ω n ^ 2) ω g).congr' ?_
  filter_upwards [eventually_all.2 fun n => eventually_gt_atTop |ω n|] with w hw
  have key : ∀ n, w ^ 2 * (rotatoryStrength U μ m g n * w ^ 2 / (ω n ^ 2 - w ^ 2)) =
      rotatoryStrength U μ m g n * ω n ^ 2 * w ^ 2 / (ω n ^ 2 - w ^ 2)
        - w ^ 2 * rotatoryStrength U μ m g n := by
    intro n
    have hne : ω n ^ 2 - w ^ 2 ≠ 0 :=
      sub_ne_zero.2 (sq_lt_sq.2 ((hw n).trans_le (le_abs_self w))).ne
    rw [eq_sub_iff_add_eq, eq_div_iff hne, add_mul, mul_assoc, div_mul_cancel₀ _ hne]
    ring
  simp only [opticalRotation]
  rw [Finset.mul_sum, Finset.sum_congr rfl (fun n _ => key n), Finset.sum_sub_distrib,
    ← Finset.mul_sum, hsum, mul_zero, sub_zero]

/-- Limits of Rosenfeld's formula, for Hermitian dipoles with vanishing total commutator, an
orthonormal basis and positive transition frequencies: the rotation vanishes at high frequency, and
divided by `w ^ 2` it tends to the sum of `R n / ω n ^ 2` at low frequency. -/
theorem rosenfeld_limits {U : Matrix ι ι ℂ} (hU : U ∈ unitaryGroup ι ℂ)
    {μ m : Fin 3 → Matrix ι ι ℂ} (hμ : ∀ i, (μ i).IsHermitian) (hm : ∀ i, (m i).IsHermitian)
    (hc : ∑ i, (μ i * m i - m i * μ i) = 0) (ω : ι → ℝ) (g : ι) (hω : ∀ n, n ≠ g → 0 < ω n) :
    Tendsto (opticalRotation (rotatoryStrength U μ m g) ω g) atTop (𝓝 0) ∧
    Tendsto (fun w => opticalRotation (rotatoryStrength U μ m g) ω g w / w ^ 2) (𝓝[≠] 0)
      (𝓝 (∑ n ∈ Finset.univ.erase g, rotatoryStrength U μ m g n / ω n ^ 2)) := by
  refine ⟨?_, opticalRotation_lowFrequency _ ω g hω⟩
  -- divide the high-frequency tail by `w ^ 2`
  have h0 : Tendsto (fun w : ℝ => (w ^ 2)⁻¹) atTop (𝓝 0) :=
    tendsto_inv_atTop_zero.comp (tendsto_pow_atTop two_ne_zero)
  have h := (opticalRotation_tail hU hμ hm hc ω g).mul h0
  rw [mul_zero] at h
  refine h.congr' ?_
  filter_upwards [eventually_gt_atTop (0 : ℝ)] with w hw
  rw [mul_comm (w ^ 2), mul_assoc, mul_inv_cancel₀ (pow_ne_zero 2 hw.ne'), mul_one]

/-- A real, symmetric electric dipole matrix on a ring of three states. -/
def ringElectric : Matrix (Fin 3) (Fin 3) ℂ := !![0, 1, 1; 1, 0, 1; 1, 1, 0]

/-- An imaginary, antisymmetric magnetic dipole matrix on a ring of three states. -/
def ringMagnetic : Matrix (Fin 3) (Fin 3) ℂ :=
  !![0, -Complex.I, Complex.I; Complex.I, 0, -Complex.I; -Complex.I, Complex.I, 0]

/-- The ring dipoles, taken equal along all three axes, are Hermitian with vanishing total
commutator, and the two transitions from state 0 have rotatory strengths 3 and -3. -/
theorem ring_witness :
    ringElectric.IsHermitian ∧ ringMagnetic.IsHermitian ∧
    ∑ _i : Fin 3, (ringElectric * ringMagnetic - ringMagnetic * ringElectric) = 0 ∧
    rotatoryStrength 1 (fun _ => ringElectric) (fun _ => ringMagnetic) 0 1 = 3 ∧
    rotatoryStrength 1 (fun _ => ringElectric) (fun _ => ringMagnetic) 0 2 = -3 := by
  have hcomm : ringElectric * ringMagnetic = ringMagnetic * ringElectric := by
    ext i j
    fin_cases i <;> fin_cases j <;>
      simp [ringElectric, ringMagnetic, Matrix.mul_apply, Fin.sum_univ_succ]
  refine ⟨?_, ?_, ?_, ?_, ?_⟩
  · refine Matrix.IsHermitian.ext fun i j => ?_
    fin_cases i <;> fin_cases j <;> simp [ringElectric]
  · refine Matrix.IsHermitian.ext fun i j => ?_
    fin_cases i <;> fin_cases j <;> simp [ringMagnetic]
  · simp [hcomm]
  · simp [rotatoryStrength, inBasis, ringElectric, ringMagnetic]
  · simp [rotatoryStrength, inBasis, ringElectric, ringMagnetic]

end

end RosenfeldDispersion
```

```lean
#print axioms RosenfeldDispersion.rosenfeld_limits
```

```
'RosenfeldDispersion.rosenfeld_limits' depends on axioms: [propext, Classical.choice, Quot.sound]
```

## The physical content of the Lean statements

The finite type `ι` labels the states, and `U ∈ unitaryGroup ι ℂ` says that the columns of `U` form an orthonormal basis. `inBasis U A` is U†AU. The dipoles are families `μ m : Fin 3 → Matrix ι ι ℂ`, whose axis index runs over 0, 1, 2. `rotatoryStrength U μ m g n` is R_n, and `opticalRotation R ω g w` is φ(w), with `Finset.univ.erase g` as the set of states other than g.

The hypotheses `hμ` and `hm` state that the dipoles are Hermitian, `hc` that their total commutator vanishes, and `hω` that the transition frequencies from g are positive. The filter `atTop` means w → ∞. The filter `𝓝[≠] 0` means that w approaches zero from either side without being zero.

`rosenfeld_limits` contains the decay and the static limit; its hypothesis `hω` is used only for the static limit. `opticalRotation_tail` gives the limit of w² φ(w) and does not need `hω`. `opticalRotation_highFrequency` and `opticalRotation_lowFrequency` accept arbitrary real strengths, so they also apply to a truncated list, with the missing strengths set to zero.

`ring_witness` supplies a three-state example with `U = 1` and the same pair of matrices used along all three axes. The matrices are Hermitian and commute, and the transitions from state 0 have strengths 3 and −3. The commutator condition therefore does not force the individual strengths to vanish. The example is algebraic and does not represent a particular molecule.

## Lemmas and the calculation they carry out

`inBasis_mul` is the insertion of a complete set of states: its `calc` block places U U† between the operators and replaces it by 1. `inBasis_diag_im` shows that a Hermitian matrix has real diagonal elements in the chosen basis.

In `opticalRotation_tail`, the step `hX` proves that X is Hermitian, `hall` that all strengths sum to zero, `hg` that R_g = 0, and `hsum` that the strengths without g cancel. The step `key` is the algebraic splitting of w² times one term. It is applied only once w exceeds every |ω_n|, which the `filter_upwards` line arranges, so no denominator vanishes. The limit itself comes from `opticalRotation_highFrequency` with strengths R_n ω_n².

`rosenfeld_limits` multiplies the tail by (w²)⁻¹ for the first limit and takes the second from `opticalRotation_lowFrequency`. That lemma cancels w² term by term and uses continuity of ω_n² − w².

## Finite states, free frequencies and no damping

The file contains no Hamiltonian. The frequencies ω_n are free real parameters, and the basis need not consist of energy eigenstates. A user who wants the physical dispersion must supply eigenstates and set ω_n = E_n − E_g in units with ħ = 1.

The commutator condition is assumed, not derived from a molecular model or a basis set, so the theorems do not show that it holds for the matrices of a given code. The number of states is finite; a continuum or an infinite discrete spectrum would require further arguments about exchanging limits and sums.

There is no linewidth, and the formula has physical meaning only away from resonance. At w² = ω_n² Lean's division by zero makes the resonant term 0, a value that neither limit uses. The formula also assumes a wavelength much longer than the molecule, so the limit w → ∞ is a property of the sum and not a prediction for light of very short wavelength.

The theorems give limits, without an error estimate at a given frequency. They concern real and complex numbers, so the rounding error of a floating-point implementation has to be assessed separately.
